# A path-independent lower bound on the integrated variance in thermodynamic integration over finitely many states

A thermodynamic integration run samples \(\partial E/\partial t\) at a series of coupling values \(t\) between 0 and 1, and integrates the averages numerically over \(t\) to obtain the free-energy difference \(\Delta A\). With \(\beta=1/(k_BT)\) and \(N\) independent samples spread evenly over a fine uniform grid, the squared standard error of \(\beta\Delta A\) is close to

\[ \frac{\beta^2}{N}\int_0^1 \mathrm{Var}_t(\partial E/\partial t)\,dt . \]

Changing the intermediate energies can change this integral. For a finite set of states with continuously differentiable energies, the Gibbs distributions at \(t=0\) and \(t=1\) alone fix a floor beneath it. If these two distributions hardly overlap, the floor on \(\beta^2\int\mathrm{Var}\,dt\) is close to \(\pi^2\), so a standard error of \(0.1\,k_BT\) takes at least about 1000 independent samples, whatever the path.

The states form a finite type `ι`.

In Lean 4 with Mathlib:

```lean
import Mathlib

open Set
open scoped Topology

noncomputable section

namespace ThermodynamicLength

variable {ι : Type*} [Fintype ι]
```

## Overlap, angle and Fisher rate

For distributions \(p,q\), the overlap is \(u=\sum_x\sqrt{p_xq_x}\), also called the Bhattacharyya coefficient. It is not the histogram overlap of neighbouring windows.

```lean
/-- The overlap `∑ √(p q)` of two distributions. -/
def overlap (p q : ι → ℝ) : ℝ := ∑ x, √(p x * q x)
```

The statistical angle is \(\theta=\arccos u\).

```lean
/-- The statistical angle between two distributions, the arccosine of their overlap. -/
def angle (p q : ι → ℝ) : ℝ := Real.arccos (overlap p q)
```

If \(p\) changes with velocity \(v\), its Fisher rate is \(F=\sum_x v_x^2/p_x\), the Fisher information about \(t\).

```lean
/-- The Fisher rate `∑ v² / p` of a strictly positive distribution `p` changing with velocity `v`. -/
def fisher (p v : ι → ℝ) : ℝ := ∑ x, v x ^ 2 / p x
```

A path has positive weights, total probability one and a continuous velocity \(\dot p_x(t)\), written `dp t x`; at \(t=0\) and \(t=1\) the derivative is one-sided. Positivity means that no state has infinite energy, which excludes hard cores.

```lean
/-- A continuously differentiable path of strictly positive probability distributions on `[0,1]`,
with velocity `dp`. -/
structure IsPath (p dp : ℝ → ι → ℝ) : Prop where
  pos : ∀ t ∈ Icc (0 : ℝ) 1, ∀ x, 0 < p t x
  normalized : ∀ t ∈ Icc (0 : ℝ) 1, ∑ x, p t x = 1
  hasDeriv : ∀ t ∈ Icc (0 : ℝ) 1, ∀ x,
    HasDerivWithinAt (fun s => p s x) (dp t x) (Icc 0 1) t
  cont : ∀ x, ContinuousOn (fun t => dp t x) (Icc 0 1)
```

## The overlap cannot change faster than the Fisher rate allows

Expanding the square and using normalisation,

\[ \sum_x(\sqrt{a_x}-\sqrt{b_x})^2 = 1+1-2\sum_x\sqrt{a_xb_x}. \]

The left side is non-negative, so the overlap is at most 1.

```lean
/-- For positive probability distributions, the squared distance between the amplitudes `√a` and
`√b` is `2 - 2 overlap`. -/
theorem amplitude_distance {a b : ι → ℝ} (ha : ∀ x, 0 < a x) (hb : ∀ x, 0 < b x)
    (ha1 : ∑ x, a x = 1) (hb1 : ∑ x, b x = 1) :
    ∑ x, (√(a x) - √(b x)) ^ 2 = 2 - 2 * overlap a b := by
  have h : ∀ x, (√(a x) - √(b x)) ^ 2 = a x + b x - 2 * √(a x * b x) := fun x => by
    rw [Real.sqrt_mul (ha x).le]
    linear_combination Real.sq_sqrt (ha x).le + Real.sq_sqrt (hb x).le
  simp only [h, Finset.sum_sub_distrib, Finset.sum_add_distrib, ← Finset.mul_sum, ha1, hb1,
    overlap]
  ring
```

Now fix \(a\) and let \(p\) move with \(\sum_x v_x=0\). The overlap \(u\) of \(a\) and \(p\) changes at the rate \(\dot u=\sum_x\sqrt{a_x}\,v_x/(2\sqrt{p_x})\). Since \(\sum_x\sqrt{p_x}\,v_x/(2\sqrt{p_x})=0\), we may replace \(\sqrt{a_x}\) by \(\sqrt{a_x}-u\sqrt{p_x}\). Cauchy–Schwarz then gives

\[ \dot u^2\le\sum_x(\sqrt{a_x}-u\sqrt{p_x})^2\sum_x\frac{v_x^2}{4p_x}=(1-u^2)\frac F4 . \]

In the code, `h1` is the replacement, and `h2` and `h3` evaluate the two sums.

```lean
/-- If a positive probability distribution `p` moves with a velocity `v` of zero sum, the squared
rate of its overlap with a fixed one `a` is at most `1 - overlap²` times a quarter of the Fisher
rate. -/
theorem overlap_rate_sq_le {a p v : ι → ℝ} (ha : ∀ x, 0 < a x) (hp : ∀ x, 0 < p x)
    (ha1 : ∑ x, a x = 1) (hp1 : ∑ x, p x = 1) (hv : ∑ x, v x = 0) :
    (∑ x, √(a x) * (v x / (2 * √(p x)))) ^ 2 ≤ (1 - overlap a p ^ 2) * (fisher p v / 4) := by
  have hu : overlap a p = ∑ x, √(a x) * √(p x) :=
    Finset.sum_congr rfl fun x _ => Real.sqrt_mul (ha x).le _
  generalize overlap a p = u at hu ⊢
  -- the component of `√a` along `√p` does not contribute
  have h1 : ∑ x, (√(a x) - u * √(p x)) * (v x / (2 * √(p x)))
      = ∑ x, √(a x) * (v x / (2 * √(p x))) := by
    have h : ∀ x, (√(a x) - u * √(p x)) * (v x / (2 * √(p x)))
        = √(a x) * (v x / (2 * √(p x))) - u / 2 * v x := fun x => by
      have h0 := (Real.sqrt_pos.2 (hp x)).ne'
      have h2 : √(p x) * (v x / (2 * √(p x))) = v x / 2 := by field_simp
      linear_combination -u * h2
    simp only [h, Finset.sum_sub_distrib, ← Finset.mul_sum, hv, mul_zero, sub_zero]
  have h2 : ∑ x, (√(a x) - u * √(p x)) ^ 2 = 1 - u ^ 2 := by
    have h : ∀ x, (√(a x) - u * √(p x)) ^ 2
        = a x - 2 * u * (√(a x) * √(p x)) + u ^ 2 * p x := fun x => by
      linear_combination Real.sq_sqrt (ha x).le + u ^ 2 * Real.sq_sqrt (hp x).le
    simp only [h, Finset.sum_add_distrib, Finset.sum_sub_distrib, ← Finset.mul_sum, ha1, hp1,
      ← hu]
    ring
  have h3 : ∑ x, (v x / (2 * √(p x))) ^ 2 = fisher p v / 4 := by
    rw [fisher, Finset.sum_div]
    refine Finset.sum_congr rfl fun x _ => ?_
    rw [div_pow, mul_pow, Real.sq_sqrt (hp x).le]
    ring
  rw [← h1, ← h2, ← h3]
  exact Finset.sum_mul_sq_le_sq_mul_sq _ _ _
```

## From overlap to angle

The arccosine is not differentiable at \(u=1\), a value taken whenever the path revisits its starting distribution. Take \(0<r<1\) and \(G(t)=\arccos(r\,u(t))\), where \(u(t)\) is the overlap of \(p(0)\) and \(p(t)\). Then

\[ 4\dot G^2=\frac{4r^2\dot u^2}{1-r^2u^2}\le\frac{r^2-r^2u^2}{1-r^2u^2}\,F\le F . \]

The zero sum of velocities (`hv`) follows by differentiating the normalisation.

```lean
/-- Along a continuously differentiable path of positive probability distributions, the regularised
angle `arccos (r * overlap)` from the starting point, `0 < r < 1`, has at interior times a speed
whose square is at most a quarter of the Fisher rate. -/
theorem angle_speed {p dp : ℝ → ι → ℝ} (h : IsPath p dp) {r t : ℝ} (hr : r ∈ Ioo (0 : ℝ) 1)
    (ht : t ∈ Ioo (0 : ℝ) 1) :
    ∃ g, HasDerivAt (fun s => Real.arccos (r * overlap (p 0) (p s))) g t ∧
      4 * g ^ 2 ≤ fisher (p t) (dp t) := by
  have h0 : (0 : ℝ) ∈ Icc (0 : ℝ) 1 := by simp
  have ht' := Ioo_subset_Icc_self ht
  have hnhds := Icc_mem_nhds ht.1 ht.2
  have hd := fun x => (h.hasDeriv t ht' x).hasDerivAt hnhds
  -- conservation of probability
  have hv : ∑ x, dp t x = 0 := by
    have h1 : HasDerivAt (fun s => ∑ x, p s x) (∑ x, dp t x) t :=
      HasDerivAt.fun_sum fun x _ => hd x
    refine h1.unique ((hasDerivAt_const t (1 : ℝ)).congr_of_eventuallyEq ?_)
    filter_upwards [hnhds] with s hs using h.normalized s hs
  have hCS := overlap_rate_sq_le (h.pos 0 h0) (h.pos t ht') (h.normalized 0 h0)
    (h.normalized t ht') hv
  have hU : HasDerivAt (fun s => overlap (p 0) (p s))
      (∑ x, √(p 0 x) * (dp t x / (2 * √(p t x)))) t := by
    have e : (fun s => overlap (p 0) (p s)) = fun s => ∑ x, √(p 0 x) * √(p s x) :=
      funext fun s => Finset.sum_congr rfl fun x _ => Real.sqrt_mul (h.pos 0 h0 x).le _
    rw [e]
    exact HasDerivAt.fun_sum fun x _ => ((hd x).sqrt (h.pos t ht' x).ne').const_mul _
  generalize (∑ x, √(p 0 x) * (dp t x / (2 * √(p t x)))) = U at hCS hU
  have hu0 : 0 ≤ overlap (p 0) (p t) := Finset.sum_nonneg fun x _ => Real.sqrt_nonneg _
  have hu1 : overlap (p 0) (p t) ≤ 1 := by
    have hs : 0 ≤ ∑ x, (√(p 0 x) - √(p t x)) ^ 2 := Finset.sum_nonneg fun x _ => sq_nonneg _
    linarith [amplitude_distance (h.pos 0 h0) (h.pos t ht') (h.normalized 0 h0)
      (h.normalized t ht')]
  have hF : 0 ≤ fisher (p t) (dp t) :=
    Finset.sum_nonneg fun x _ => div_nonneg (sq_nonneg _) (h.pos t ht' x).le
  have hw0 : 0 ≤ r * overlap (p 0) (p t) := mul_nonneg hr.1.le hu0
  have hw1 : r * overlap (p 0) (p t) < 1 := by nlinarith [hr.1, hr.2]
  have hD : 0 < 1 - (r * overlap (p 0) (p t)) ^ 2 := by nlinarith
  have hc := HasDerivAt.comp (h := fun s => r * overlap (p 0) (p s)) t
    (Real.hasDerivAt_arccos (by linarith) hw1.ne) (hU.const_mul r)
  refine ⟨_, hc, ?_⟩
  rw [mul_pow, neg_sq, div_pow, one_pow, Real.sq_sqrt hD.le, one_div_mul_eq_div,
    ← mul_div_assoc, div_le_iff₀ hD]
  have hr2 : 0 ≤ 1 - r ^ 2 := by nlinarith [hr.1, hr.2]
  nlinarith [mul_le_mul_of_nonneg_left hCS (sq_nonneg r), mul_nonneg hF hr2]
```

## Integrating along the path

Let \(c=G(1)-G(0)\). From \(4(\dot G-c)^2\ge0\),

\[ 8c\dot G-4c^2\le4\dot G^2\le F . \]

Integration over \([0,1]\) gives \(8c^2-4c^2=4c^2\le\int_0^1F\,dt\), which is `key`. As \(r\to1\), \(G(0)=\arccos r\to0\) and \(G(1)\to\theta\), so \(4\theta^2\le\int_0^1F\,dt\).

```lean
/-- The integrated Fisher rate of any continuously differentiable path of strictly positive
probability distributions on `[0,1]` is at least four times the squared statistical angle between
its endpoints. -/
theorem four_angle_sq_le_cost {p dp : ℝ → ι → ℝ} (h : IsPath p dp) :
    4 * angle (p 0) (p 1) ^ 2 ≤ ∫ t in (0 : ℝ)..1, fisher (p t) (dp t) := by
  have hpc : ∀ x, ContinuousOn (fun t => p t x) (Icc 0 1) :=
    fun x t ht => (h.hasDeriv t ht x).continuousWithinAt
  have hF : ContinuousOn (fun t => fisher (p t) (dp t)) (Icc 0 1) := by
    unfold fisher
    exact continuousOn_finsetSum _ fun x _ =>
      ((h.cont x).pow 2).div (hpc x) fun t ht => (h.pos t ht x).ne'
  have hU : ContinuousOn (fun t => overlap (p 0) (p t)) (Icc 0 1) := by
    unfold overlap
    exact continuousOn_finsetSum _ fun x _ => (continuousOn_const.mul (hpc x)).sqrt
  have key : ∀ r ∈ Ioo (0 : ℝ) 1, 4 * (Real.arccos (r * overlap (p 0) (p 1))
      - Real.arccos (r * overlap (p 0) (p 0))) ^ 2 ≤ ∫ t in (0 : ℝ)..1, fisher (p t) (dp t) := by
    intro r hr
    have hs := fun t (ht : t ∈ Ioo (0 : ℝ) 1) => angle_speed h hr ht
    choose! g hg using hs
    have hG : ContinuousOn (fun s => Real.arccos (r * overlap (p 0) (p s))) (Icc 0 1) :=
      Real.continuous_arccos.comp_continuousOn (continuousOn_const.mul hU)
    obtain ⟨c, hc⟩ : ∃ c, c = Real.arccos (r * overlap (p 0) (p 1))
      - Real.arccos (r * overlap (p 0) (p 0)) := ⟨_, rfl⟩
    -- integrate `8 c G' - 4 c² ≤ 4 G'² ≤ fisher`
    have hI := intervalIntegral.sub_le_integral_of_hasDeriv_right_of_le (zero_le_one' ℝ)
      (g := fun s => 8 * c * Real.arccos (r * overlap (p 0) (p s)) - 4 * c ^ 2 * s)
      (g' := fun s => 8 * c * g s - 4 * c ^ 2 * 1)
      ((continuousOn_const.mul hG).sub (continuousOn_const.mul continuousOn_id))
      (fun t ht => (((hg t ht).1.const_mul (8 * c)).fun_sub
        ((hasDerivAt_id' t).const_mul (4 * c ^ 2))).hasDerivWithinAt)
      hF.integrableOn_Icc
      (fun t ht => by nlinarith [sq_nonneg (g t - c), (hg t ht).2])
    rw [← hc]
    refine le_trans (le_of_eq ?_) hI
    linear_combination 8 * c * hc
  -- remove the regularisation
  have hcont : Continuous fun r : ℝ => 4 * (Real.arccos (r * overlap (p 0) (p 1))
      - Real.arccos (r * overlap (p 0) (p 0))) ^ 2 :=
    continuous_const.mul (((Real.continuous_arccos.comp (continuous_id.mul continuous_const)).sub
      (Real.continuous_arccos.comp (continuous_id.mul continuous_const))).pow 2)
  have hlim := le_of_tendsto ((hcont.tendsto 1).mono_left (nhdsWithin_le_nhds (s := Iio 1)))
    (Filter.mem_of_superset (Ioo_mem_nhdsLT (zero_lt_one' ℝ)) key)
  have h0 : (0 : ℝ) ∈ Icc (0 : ℝ) 1 := by simp
  have hself : overlap (p 0) (p 0) = 1 := by
    rw [← h.normalized 0 h0]
    exact Finset.sum_congr rfl fun x _ => Real.sqrt_mul_self (h.pos 0 h0 x).le
  simpa only [angle, hself, one_mul, Real.arccos_one, sub_zero] using hlim
```

It is not enough for the total weight to be conserved, without being one. A single state with constant weight \(1/4\) has zero integrated Fisher rate, while \(4\arccos(1/4)^2>0\).

## Gibbs distributions and the variance

For energies \(E_x(t)\), the Gibbs weights are \(w_x=e^{-\beta E_x}/Z\) with \(Z=\sum_ye^{-\beta E_y}\).

```lean
/-- The Gibbs distribution of the energies `E` at inverse temperature `β`, on a nonempty set of
states. -/
def gibbs (β : ℝ) (E : ι → ℝ) (x : ι) : ℝ := Real.exp (-β * E x) / ∑ y, Real.exp (-β * E y)
```

The variance of an observable \(f\) is \(\sum_xw_x(f_x-\langle f\rangle)^2\), with \(\langle f\rangle=\sum_yw_yf_y\).

```lean
/-- The variance of the observable `f` in the probability distribution `w`. -/
def variance (w f : ι → ℝ) : ℝ := ∑ x, w x * (f x - ∑ y, w y * f y) ^ 2
```

The quotient rule gives

\[ \dot w_x=-\beta w_x\bigl(\dot E_x-\langle\dot E\rangle\bigr), \]

where \(\dot E_x\) is `dE t x`. The weights are positive and sum to one, and the velocity is continuous because \(\dot E\) is, so this is a path in the sense above.

```lean
/-- Continuously differentiable energies on a nonempty finite set of states give a path of Gibbs
distributions, whose velocity is `-β` times the weight times the fluctuation of `dE/dt`. -/
theorem gibbs_isPath [Nonempty ι] (β : ℝ) {E dE : ℝ → ι → ℝ}
    (hE : ∀ t ∈ Icc (0 : ℝ) 1, ∀ x, HasDerivWithinAt (fun s => E s x) (dE t x) (Icc 0 1) t)
    (hc : ∀ x, ContinuousOn (fun t => dE t x) (Icc 0 1)) :
    IsPath (fun t => gibbs β (E t)) (fun t x =>
      -β * gibbs β (E t) x * (dE t x - ∑ y, gibbs β (E t) y * dE t y)) := by
  have hZ : ∀ t, 0 < ∑ y, Real.exp (-β * E t y) := fun t =>
    Finset.sum_pos (fun y _ => Real.exp_pos _) Finset.univ_nonempty
  have hd : ∀ t ∈ Icc (0 : ℝ) 1, ∀ x, HasDerivWithinAt (fun s => gibbs β (E s) x)
      (-β * gibbs β (E t) x * (dE t x - ∑ y, gibbs β (E t) y * dE t y)) (Icc 0 1) t := by
    intro t ht x
    have he : ∀ y, HasDerivWithinAt (fun s => Real.exp (-β * E s y))
        (Real.exp (-β * E t y) * (-β * dE t y)) (Icc 0 1) t :=
      fun y => ((hE t ht y).const_mul (-β)).exp
    have hs := HasDerivWithinAt.fun_sum (u := Finset.univ) fun y _ => he y
    refine ((he x).fun_div hs (hZ t).ne').congr_deriv ?_
    -- collect the Gibbs average of `dE/dt`
    have m : ∑ y, gibbs β (E t) y * dE t y
        = (∑ y, Real.exp (-β * E t y) * dE t y) / ∑ y, Real.exp (-β * E t y) := by
      rw [Finset.sum_div]
      exact Finset.sum_congr rfl fun y _ => by rw [gibbs]; ring
    have n : ∑ y, Real.exp (-β * E t y) * (-β * dE t y)
        = -β * ∑ y, Real.exp (-β * E t y) * dE t y := by
      rw [Finset.mul_sum]
      exact Finset.sum_congr rfl fun y _ => by ring
    rw [m, n, gibbs]
    have hz := (hZ t).ne'
    generalize (∑ y, Real.exp (-β * E t y)) = Z at hz ⊢
    field_simp
    ring
  have hg : ∀ x, ContinuousOn (fun t => gibbs β (E t) x) (Icc 0 1) :=
    fun x t ht => (hd t ht x).continuousWithinAt
  refine ⟨fun t _ x => div_pos (Real.exp_pos _) (hZ t), fun t _ => ?_, hd, fun x => ?_⟩
  · simp only [gibbs, ← Finset.sum_div]
    exact div_self (hZ t).ne'
  · exact (continuousOn_const.mul (hg x)).mul
      ((hc x).sub (continuousOn_finsetSum _ fun y _ => (hg y).mul (hc y)))
```

Squaring and dividing by \(w_x\) turns the Fisher rate into a variance:

\[ F=\sum_x\frac{\dot w_x^2}{w_x}=\beta^2\sum_xw_x(\dot E_x-\langle\dot E\rangle)^2=\beta^2\,\mathrm{Var}_t(\dot E). \]

The general bound becomes

\[ 4\theta^2\le\beta^2\int_0^1\mathrm{Var}_t(\dot E)\,dt , \]

with \(\theta\) the angle between the Gibbs distributions at \(t=0\) and \(t=1\). The theorem holds for every real \(\beta\) and concerns the exact variance; reading it as a sampling error relies on the independent, evenly spread samples assumed at the start.

```lean
/-- In thermodynamic integration along continuously differentiable energies on a nonempty finite set
of states, `β²` times the integrated variance of `dE/dt` is at least four times the squared angle
between the end states. -/
theorem integration_variance_bound [Nonempty ι] (β : ℝ) {E dE : ℝ → ι → ℝ}
    (hE : ∀ t ∈ Icc (0 : ℝ) 1, ∀ x, HasDerivWithinAt (fun s => E s x) (dE t x) (Icc 0 1) t)
    (hc : ∀ x, ContinuousOn (fun t => dE t x) (Icc 0 1)) :
    4 * angle (gibbs β (E 0)) (gibbs β (E 1)) ^ 2
      ≤ β ^ 2 * ∫ t in (0 : ℝ)..1, variance (gibbs β (E t)) (dE t) := by
  have hP := gibbs_isPath β hE hc
  refine (four_angle_sq_le_cost hP).trans (le_of_eq ?_)
  rw [← intervalIntegral.integral_const_mul]
  -- the Fisher rate of a Gibbs path is `β²` times the variance
  refine intervalIntegral.integral_congr fun t ht => ?_
  rw [uIcc_of_le zero_le_one] at ht
  simp only [fisher, variance]
  rw [Finset.mul_sum]
  refine Finset.sum_congr rfl fun x _ => ?_
  rw [div_eq_iff (hP.pos t ht x).ne']
  ring

end ThermodynamicLength
```

```lean
#print axioms ThermodynamicLength.integration_variance_bound
-- 'ThermodynamicLength.integration_variance_bound' depends on axioms: [propext, Classical.choice, Quot.sound]
```
